# Suddenly Switching On Interactions Fills an Empty, Stable Bogoliubov Mode to More Than Twice Its Ground-State Depletion on Average

In a uniform ideal Bose gas with all atoms in the condensate, take an empty mode of kinetic energy $e>0$, and let an interaction be switched on suddenly. Its strength times the condensate density is the coupling energy $g\neq0$, with $e+2g>0$. In Bogoliubov theory the population of the mode, averaged over one period, is then $2n(1+n)>2n$, where $n$ is the depletion of the mode in the interacting ground state. In terms of $E=\sqrt{e(e+2g)}$, the average is $g^2/(2E^2)$ and the depletion is $n=\tfrac12\left(\frac{e+g}{E}-1\right)$.

```lean
import Mathlib

open Complex

namespace QuenchedBoseGas

noncomputable section

/-- The Bogoliubov energy `E = √(e (e + 2 g))` of a mode with kinetic energy `e` and
coupling `g`, for `e (e + 2 g) ≥ 0`. -/
def energy (e g : ℝ) : ℝ := Real.sqrt (e * (e + 2 * g))

/-- Amplitudes `u, v` of a mode that starts in the vacuum of the ideal gas and evolves
under the Bogoliubov equations with coupling `g`. -/
structure IsQuench (e g : ℝ) (u v : ℝ → ℂ) : Prop where
  du : ∀ t, HasDerivAt u (-I * ((e + g) * u t + g * v t)) t
  dv : ∀ t, HasDerivAt v (I * (g * u t + (e + g) * v t)) t
  u0 : u 0 = 1
  v0 : v 0 = 0

/-- A normal mode `(p, q)` of the Bogoliubov equations with frequency `E` and bosonic
normalisation. The depletion of the quasiparticle vacuum is `‖q‖ ^ 2`. -/
structure IsNormalMode (e g : ℝ) (p q : ℂ) : Prop where
  eq_p : (e + g) * p + g * q = energy e g * p
  eq_q : g * p + (e + g) * q = -energy e g * q
  norm_eq : ‖p‖ ^ 2 - ‖q‖ ^ 2 = 1

/-- The average of `f` over the time interval from `0` to `T`, for `T ≠ 0`. -/
def timeAverage (T : ℝ) (f : ℝ → ℝ) : ℝ := (∫ t in (0 : ℝ)..T, f t) / T

variable {e g : ℝ} {u v : ℝ → ℂ} {p q : ℂ} (he : 0 < e) (hs : 0 < e + 2 * g)
include he hs

/-- For `e > 0` and `e + 2 g > 0` the Bogoliubov energy is positive and satisfies
`E² = (e + g)² - g²`. -/
theorem energy_pos_and_sq : 0 < energy e g ∧ energy e g ^ 2 = (e + g) ^ 2 - g ^ 2 := by
  refine ⟨Real.sqrt_pos.mpr (mul_pos he hs), ?_⟩
  rw [energy, Real.sq_sqrt (mul_pos he hs).le]
  ring

/-- For `e > 0` and `e + 2 g > 0` the anomalous amplitude after the quench is
`v = i g sin (E t) / E`. -/
theorem quench_solution (h : IsQuench e g u v) (t : ℝ) :
    v t = I * g * Real.sin (energy e g * t) / energy e g := by
  obtain ⟨hpos, hsq⟩ := energy_pos_and_sq he hs
  generalize energy e g = E at *
  have hE : (E : ℂ) ^ 2 = (e + g) ^ 2 - g ^ 2 := by exact_mod_cast hsq
  -- evolving the state at time `s` on to time `t` gives a result independent of `s`
  have d : ∀ s, HasDerivAt (fun s : ℝ => (E : ℂ) * (Real.cos (E * (t - s)) : ℝ) * v s
      + I * (Real.sin (E * (t - s)) : ℝ) * (g * u s + (e + g) * v s)) 0 s := by
    intro s
    have hφ : HasDerivAt (fun s : ℝ => E * (t - s)) (-E) s :=
      (((hasDerivAt_id' s).const_sub t).const_mul E).congr_deriv (by ring)
    refine (((hφ.cos.ofReal_comp.const_mul (E : ℂ)).fun_mul (h.dv s)).fun_add
      ((hφ.sin.ofReal_comp.const_mul I).fun_mul (((h.du s).const_mul (g : ℂ)).fun_add
        ((h.dv s).const_mul (e + g : ℂ))))).congr_deriv ?_
    simp only [ofReal_mul, ofReal_neg]
    linear_combination (Real.sin (E * (t - s)) : ℂ) * v s * hE
      + (Real.sin (E * (t - s)) : ℂ) * v s * ((e + g) ^ 2 - g ^ 2) * I_sq
  have hc := is_const_of_deriv_eq_zero (fun s => (d s).differentiableAt)
    (fun s => (d s).deriv) t 0
  simp only [sub_self, sub_zero, h.u0, h.v0, mul_zero, Real.cos_zero, Real.sin_zero,
    ofReal_one, ofReal_zero, zero_mul, mul_one, add_zero, zero_add] at hc
  rw [eq_div_iff (ofReal_ne_zero.mpr hpos.ne')]
  linear_combination hc

/-- For `e > 0` and `e + 2 g > 0` the population after the quench is
`g² sin² (E t) / E²`, and it repeats with period `π / E`. -/
theorem quench_population (h : IsQuench e g u v) :
    (∀ t, ‖v t‖ ^ 2 = g ^ 2 * Real.sin (energy e g * t) ^ 2 / energy e g ^ 2) ∧
    Function.Periodic (fun t => ‖v t‖ ^ 2) (Real.pi / energy e g) := by
  have hpop : ∀ t, ‖v t‖ ^ 2 = g ^ 2 * Real.sin (energy e g * t) ^ 2 / energy e g ^ 2 := by
    intro t
    rw [quench_solution he hs h t]
    simp only [norm_div, norm_mul, norm_I, norm_real, Real.norm_eq_abs, one_mul, div_pow,
      mul_pow, sq_abs]
  refine ⟨hpop, fun t => ?_⟩
  have hT : energy e g * (t + Real.pi / energy e g) = energy e g * t + Real.pi := by
    rw [mul_add, mul_div_cancel₀ _ (energy_pos_and_sq he hs).1.ne']
  simp only [hpop, hT, Real.sin_add_pi, neg_sq]

/-- For `e > 0` and `e + 2 g > 0` the population after the quench, averaged over one
period, is `g² / (2 E²)`. -/
theorem quench_average (h : IsQuench e g u v) :
    timeAverage (Real.pi / energy e g) (fun t => ‖v t‖ ^ 2)
      = g ^ 2 / (2 * energy e g ^ 2) := by
  have hE := (energy_pos_and_sq he hs).1
  have hf : (fun t => ‖v t‖ ^ 2)
      = fun t => g ^ 2 / energy e g ^ 2 * Real.sin (energy e g * t) ^ 2 := by
    funext t
    rw [(quench_population he hs h).1 t]
    ring
  rw [hf]
  generalize energy e g = E at *
  have hT : E * (Real.pi / E) = Real.pi := by field_simp
  have hint : ∫ t in (0 : ℝ)..(Real.pi / E), Real.sin (E * t) ^ 2
      = E⁻¹ • ∫ x in (E * 0)..(E * (Real.pi / E)), Real.sin x ^ 2 :=
    intervalIntegral.integral_comp_mul_left (fun x => Real.sin x ^ 2) hE.ne'
  rw [timeAverage, intervalIntegral.integral_const_mul, hint, hT, integral_sin_sq]
  simp only [mul_zero, Real.sin_zero, Real.sin_pi, smul_eq_mul, zero_mul, sub_zero, zero_add]
  have hpi := Real.pi_ne_zero
  field_simp

/-- For `e > 0` and `e + 2 g > 0` the ground-state depletion is `((e + g) / E - 1) / 2`. -/
theorem depletion_eq (h : IsNormalMode e g p q) :
    ‖q‖ ^ 2 = ((e + g) / energy e g - 1) / 2 := by
  obtain ⟨hE, hsq⟩ := energy_pos_and_sq he hs
  have h1 : (g : ℂ) * p = ((-(e + g + energy e g) : ℝ) : ℂ) * q := by
    push_cast
    linear_combination h.eq_q
  have h2 := congrArg (fun z : ℂ => ‖z‖ ^ 2) h1
  simp only [norm_mul, norm_real, Real.norm_eq_abs, mul_pow, sq_abs] at h2
  -- the normalisation turns the amplitude ratio into a population
  have h3 : 2 * energy e g * ‖q‖ ^ 2 = e + g - energy e g := by
    have hA : e + g + energy e g ≠ 0 := by linarith
    apply mul_left_cancel₀ hA
    linear_combination g ^ 2 * h.norm_eq - h2 + (‖q‖ ^ 2 + 1) * hsq
  have h4 : (e + g) / energy e g = 2 * ‖q‖ ^ 2 + 1 := by
    rw [div_eq_iff hE.ne']
    linear_combination -h3
  rw [h4]
  ring

/-- For `e > 0` and `e + 2 g > 0` the period-averaged population after the quench is
`2 n (1 + n)`, where `n` is the ground-state depletion. -/
theorem average_eq_depletion (h : IsQuench e g u v) (hm : IsNormalMode e g p q) :
    timeAverage (Real.pi / energy e g) (fun t => ‖v t‖ ^ 2)
      = 2 * ‖q‖ ^ 2 * (1 + ‖q‖ ^ 2) := by
  obtain ⟨hE, hsq⟩ := energy_pos_and_sq he hs
  have hn := depletion_eq he hs hm
  have h1 : (e + g) / energy e g = 2 * ‖q‖ ^ 2 + 1 := by linarith
  have hA := (div_eq_iff hE.ne').1 h1
  rw [quench_average he hs h, div_eq_iff (by positivity)]
  linear_combination hsq + (e + g + (2 * ‖q‖ ^ 2 + 1) * energy e g) * hA

/-- Sudden switching overexcites the mode: for `e > 0`, `e + 2 g > 0` and `g ≠ 0` the
period-averaged population exceeds twice the ground-state depletion. -/
theorem quench_overexcites (hg : g ≠ 0) (h : IsQuench e g u v) (hm : IsNormalMode e g p q) :
    2 * ‖q‖ ^ 2 < timeAverage (Real.pi / energy e g) (fun t => ‖v t‖ ^ 2) := by
  have hE := (energy_pos_and_sq he hs).1
  have hpos : 0 < timeAverage (Real.pi / energy e g) (fun t => ‖v t‖ ^ 2) := by
    rw [quench_average he hs h]
    positivity
  rw [average_eq_depletion he hs h hm] at hpos ⊢
  -- a nonzero coupling depletes the ground state
  have hn : ‖q‖ ^ 2 ≠ 0 := by
    intro h0
    rw [h0] at hpos
    norm_num at hpos
  have hn' := (sq_nonneg ‖q‖).lt_of_ne' hn
  nlinarith [mul_pos hn' hn']

/-- For `e > 0` and `e + 2 g > 0` the amplitudes `cos (E t) - i (e + g) sin (E t) / E` and
`i g sin (E t) / E` solve the quench problem. -/
theorem isQuench_witness : IsQuench e g
    (fun t => Real.cos (energy e g * t) - I * (e + g) * Real.sin (energy e g * t) / energy e g)
    (fun t => I * g * Real.sin (energy e g * t) / energy e g) := by
  obtain ⟨hpos, hsq⟩ := energy_pos_and_sq he hs
  generalize energy e g = E at *
  have hk : (E : ℂ) * (E : ℂ)⁻¹ = 1 := mul_inv_cancel₀ (ofReal_ne_zero.mpr hpos.ne')
  have hE : (E : ℂ) ^ 2 = (e + g) ^ 2 - g ^ 2 := by exact_mod_cast hsq
  have hφ : ∀ t, HasDerivAt (fun s : ℝ => E * s) E t := fun t =>
    ((hasDerivAt_id' t).const_mul E).congr_deriv (mul_one E)
  refine ⟨fun t => ?_, fun t => ?_, by simp, by simp⟩
  · refine ((hφ t).cos.ofReal_comp.fun_sub (((hφ t).sin.ofReal_comp.const_mul
      (I * (e + g : ℂ))).div_const (E : ℂ))).congr_deriv ?_
    simp only [ofReal_mul, ofReal_neg]
    linear_combination (-I * (e + g) * Real.cos (E * t) + E * Real.sin (E * t)) * hk
      - ((e + g : ℂ) ^ 2 - g ^ 2) * Real.sin (E * t) * (E : ℂ)⁻¹ * I_sq
      - (Real.sin (E * t) : ℂ) * (E : ℂ)⁻¹ * hE
  · refine (((hφ t).sin.ofReal_comp.const_mul (I * (g : ℂ))).div_const
      (E : ℂ)).congr_deriv ?_
    simp only [ofReal_mul]
    linear_combination I * g * Real.cos (E * t) * hk

/-- For `e > 0` and `e + 2 g > 0` the pair `(e + g + E, -g)`, divided by
`√(2 E (e + g + E))`, is a normal mode. -/
theorem isNormalMode_witness : IsNormalMode e g
    ((e + g + energy e g) / Real.sqrt (2 * energy e g * (e + g + energy e g)) : ℝ)
    (-g / Real.sqrt (2 * energy e g * (e + g + energy e g)) : ℝ) := by
  obtain ⟨hE, hsq⟩ := energy_pos_and_sq he hs
  have hC : (energy e g : ℂ) ^ 2 = (e + g) ^ 2 - g ^ 2 := by exact_mod_cast hsq
  have hA : 0 < e + g + energy e g := by linarith
  have hM : 0 < 2 * energy e g * (e + g + energy e g) := by positivity
  have hN := Real.sq_sqrt hM.le
  generalize Real.sqrt (2 * energy e g * (e + g + energy e g)) = N at hN ⊢
  refine ⟨?_, ?_, ?_⟩
  · push_cast
    linear_combination (-(N : ℂ)⁻¹) * hC
  · push_cast
    ring
  · rw [norm_real, norm_real, Real.norm_eq_abs, Real.norm_eq_abs, sq_abs, sq_abs, div_pow,
      div_pow, hN, ← sub_div, div_eq_iff hM.ne']
    linear_combination -hsq

end

end QuenchedBoseGas
```

```lean
#print axioms QuenchedBoseGas.quench_overexcites
-- 'QuenchedBoseGas.quench_overexcites' depends on axioms: [propext, Classical.choice, Quot.sound]
```

## A mode, its quench and its ground state

Write $A=e+g$ and set $\hbar=1$. Here $g$ is an energy, the interaction strength times the condensate density. The mean-field energy of an atom in the mode is $e+2g$; measured from the chemical potential $g$, as it is throughout, it becomes $A$. In Bogoliubov theory the annihilation operator $a_k$ of the mode with wave vector $k$ evolves into $u(t)\,a_k+v(t)^*\,a_{-k}^\dagger$, with

$$u'=-i(Au+gv),\qquad v'=i(gu+Av),\qquad u(0)=1,\quad v(0)=0.$$

These four conditions are the fields of `IsQuench`. The modes $k$ and $-k$ are both empty at first, so the population of either one at time $t$ is $|v(t)|^2$, written `‖v t‖ ^ 2`.

The ground state enters through `IsNormalMode`. Inserting $u=p\,e^{-iEt}$ and $v=q\,e^{-iEt}$ into the same equations gives

$$Ap+gq=Ep,\qquad gp+Aq=-Eq.$$

The third field, $|p|^2-|q|^2=1$, is the bosonic commutation relation for the quasiparticle operator. The depletion is $n=|q|^2$, the mean number of particles that the quasiparticle vacuum holds in the mode. That reading comes from Bogoliubov theory; the formula for $n$ is derived.

The hypotheses `he` and `hs` say $e>0$ and $e+2g>0$. Together they make $E$ real and positive, so the mode oscillates and does not grow. All repulsive couplings qualify, as do attractive ones weaker than $e/2$. With attraction, the gas as a whole has a Bogoliubov ground state only if every mode outside the condensate meets the same condition; otherwise $n$ refers to the quasiparticle vacuum of this mode and its partner at $-k$ alone.

The model is quadratic, with a fixed condensate and an instantaneous switch. Quasiparticle collisions and the loss of condensate atoms are left out. Within these limits the result gives a closed-form test for a time-dependent Bogoliubov simulation, one mode at a time.

## The population after the switch

First, $E^2=e^2+2eg=A^2-g^2$, which is `energy_pos_and_sq`. Now put $w=gu+Av$. The equations of motion give $v'=iw$ and

$$w'=-ig(Au+gv)+iA(gu+Av)=i(A^2-g^2)v=iE^2v.$$

Fix a time $t$ and consider, as a function of $s$,

$$F(s)=E\cos(E(t-s))\,v(s)+i\sin(E(t-s))\,w(s).$$

Its derivative is

$$F'=E^2\sin(\cdot)\,v+iE\cos(\cdot)\,w-iE\cos(\cdot)\,w-E^2\sin(\cdot)\,v=0,$$

where the dot stands for $E(t-s)$. Hence $F(t)=F(0)$. The left side is $Ev(t)$ and the right side is $ig\sin(Et)$, so

$$v(t)=\frac{ig\sin(Et)}{E},\qquad |v(t)|^2=\frac{g^2\sin^2(Et)}{E^2}.$$

These are `quench_solution` and `quench_population`. The second theorem also records that the population repeats after $\pi/E$, because the sine only changes sign.

`timeAverage` is an integral divided by the length of the interval. Substituting $x=Et$,

$$\frac{E}{\pi}\int_0^{\pi/E}\frac{g^2}{E^2}\sin^2(Et)\,dt=\frac{g^2}{\pi E^2}\int_0^\pi\sin^2x\,dx=\frac{g^2}{2E^2}.$$

In `quench_average`, `intervalIntegral.integral_comp_mul_left` performs the substitution and `integral_sin_sq` evaluates the integral.

## A constant function in place of a uniqueness theorem

`quench_solution` speaks about every pair satisfying the equations, so checking that the sine formula solves them would not be enough. The usual route would add a uniqueness theorem for differential equations. The file instead uses `is_const_of_deriv_eq_zero`: a differentiable function whose derivative vanishes everywhere takes the same value at any two points.

The function it is applied to is $F$. Up to the factor $E$, $F(s)$ is the amplitude $v$ obtained by taking the state at time $s$ and evolving it on to time $t$, which cannot depend on $s$.

The lemma asks for differentiability separately, since Lean's `deriv` is zero by convention where no derivative exists. The statement `d`, phrased with `HasDerivAt`, supplies both inputs. Inside it, the product and chain rules produce a derivative in their own form, `congr_deriv` replaces that form by $0$, and `linear_combination` proves the remaining identity from $E^2=A^2-g^2$ and $i^2=-1$.

## The depletion and the comparison

The second normal-mode equation reads $gp=-(A+E)q$. Taking squared moduli and using $|p|^2=1+n$,

$$g^2(1+n)=(A+E)^2n.$$

Since $g^2=(A-E)(A+E)$ and $A+E>0$, one factor cancels:

$$(A-E)(1+n)=(A+E)n,\qquad\text{so}\qquad 2En=A-E.$$

This gives $n=(A/E-1)/2$, the statement of `depletion_eq`. There `h2` is the equation of squared moduli, and `mul_left_cancel₀` removes the common factor.

Equivalently $A=(2n+1)E$, and therefore

$$\frac{g^2}{2E^2}=\frac{A^2-E^2}{2E^2}=\frac{(2n+1)^2-1}{2}=2n(1+n),$$

which is `average_eq_depletion`. It holds at $g=0$ too, where both sides vanish.

For `quench_overexcites`, $g\neq0$ makes the average $g^2/(2E^2)$ positive. Then $2n(1+n)>0$ rules out $n=0$, so $n>0$ and the average exceeds $2n$ by $2n^2$. The final `nlinarith` call uses exactly the positivity of $n^2$.

## Explicit amplitudes

The last two theorems show that the quench and the normal mode exist for all allowed $e$ and $g$. `isQuench_witness` pairs the $v$ found above with $u(t)=\cos(Et)-iA\sin(Et)/E$ and verifies the equations by differentiation. `isNormalMode_witness` gives the normalised mode

$$p=\frac{A+E}{\sqrt{2E(A+E)}},\qquad q=\frac{-g}{\sqrt{2E(A+E)}}.$$

Its normalisation follows from $(A+E)^2-g^2=2E(A+E)$, again by $E^2=A^2-g^2$.
